# The Spherically Truncated Fourier Integral of a Ball's Step Function Has No Limit at the Centre

## A value that never settles

Suppose you rebuild the step function of a single ball in free space from all its plane waves with wavevectors up to a cutoff length, and read off the value at the centre, expecting 1. The value is wrong, so you raise the cutoff. That does not settle it: however far you go, the value keeps swinging by about 4/π, passing through 1 again and again without staying there. Without knowing this, one may look for a programming error or pay for ever larger cutoffs.

Such transforms enter LAPW calculations through the step function that separates the muffin-tin spheres from the interstitial region. The result here concerns the point value for a single ball in free space, with a sharp spherical cutoff.

## The quantities and the claim

Let the step function be 1 inside a ball of radius R and 0 outside; the LAPW step function usually has these values the other way round. Its Fourier transform at a wavevector of length G is

Θ(G) = ∫₀ᴿ 2πr² ∫₋₁¹ cos(Gru) du dr,

where u is the cosine of the polar angle. The sine part of the plane wave is odd in u and integrates to zero. Keeping wavevectors up to length K gives at the centre

C(K) = (2π)⁻³ ∫₀ᴷ 4πG² Θ(G) dG.

In Lean these are `ballTransform R G` and `centreValue R K`. Both are defined directly in spherical coordinates; the reduction from the three-dimensional integrals is the one just described. Write sinc x = sin x/x with sinc 0 = 1, without the factor π used in signal processing, and set

Si(X) = ∫₀ˣ sinc x dx,
F(X) = (2/π) ∫₀ˣ (sinc x − cos x) dx,

where the upper limit of both integrals is X.

The theorem `centre_reconstruction_no_limit` says that for every R > 0 there is no real number L to which C(K) tends as K → ∞. `F_no_limit` says the same of F(X) as X → ∞, and `F_eq` gives F(X) = (2/π)(Si(X) − sin X).

In a crystal the integral over G becomes a sum over reciprocal lattice vectors, and carrying the conclusion over to that sum would need a separate argument.

## From the transform to the oscillation

The angular integral is

∫₋₁¹ cos(au) du = 2 sinc a.

With a = Gr, the radial integral gives

G²Θ(G) = 4πG ∫₀ᴿ r sin(Gr) dr
= 4π[sin(GR)/G − R cos(GR)]
= 4πR[sinc(GR) − cos(GR)].

The first and last expressions also agree at G = 0, where both vanish. Insert this into C(K) and substitute x = GR:

C(K) = (16π²/8π³) ∫₀ᴷ R[sinc(GR) − cos(GR)] dG = F(KR).

Integrating the cosine gives

F(X) = (2/π)(Si(X) − sin X).

Now compare two points half a period apart. Since sin(X + π) = −sin X,

F(X + π) − F(X) = (4/π) sin X + (2/π)[Si(X + π) − Si(X)].

For X > 0, |sinc x| ≤ 1/X between X and X + π, so the last term is at most (2/π)(π/X) = 2/X in size. At Xₙ = π/2 + 2πn the sine is 1, and therefore

F(Xₙ + π) − F(Xₙ) → 4/π.

If F had a limit L, this difference would tend to L − L = 0. It does not, so F has no limit. For R > 0, KR → ∞ as K → ∞, and C(K) has none either. The swing is centred on 1: by the classical limit Si(X) → π/2, which the Lean file does not prove, the difference between F(X) and 1 − (2/π) sin X tends to zero.

## The Lean file

```lean
import Mathlib

open Real Filter Topology

namespace BallStepFunctionCentre

noncomputable section

/-- The sine integral `Si(X)`, the integral of `sin x / x` from `0` to `X`, with integrand `1`
at `x = 0`. -/
def Si (X : ℝ) : ℝ := ∫ x in (0 : ℝ)..X, sinc x

/-- The function `F(X) = (2/π) ∫₀^X (sin x / x - cos x) dx`, with integrand `0` at `x = 0`. -/
def F (X : ℝ) : ℝ := 2 / π * ∫ x in (0 : ℝ)..X, (sinc x - cos x)

/-- Fourier transform of the step function of a ball of radius `R` at a wavevector of length `G`,
written in spherical coordinates with `u` the cosine of the polar angle. -/
def ballTransform (R G : ℝ) : ℝ :=
  ∫ r in (0 : ℝ)..R, 2 * π * r ^ 2 * ∫ u in (-1 : ℝ)..1, cos (G * r * u)

/-- Value at the centre of the ball of the inverse Fourier transform restricted to wavevectors
of length at most `K`. -/
def centreValue (R K : ℝ) : ℝ :=
  1 / (2 * π) ^ 3 * ∫ G in (0 : ℝ)..K, 4 * π * G ^ 2 * ballTransform R G

/-- The relation `x sinc x = sin x` holds at every `x`, including zero. -/
theorem mul_sinc (x : ℝ) : x * sinc x = sin x := by
  rcases eq_or_ne x 0 with rfl | hx
  · simp
  · rw [Real.sinc_of_ne_zero hx, mul_div_cancel₀ _ hx]

/-- Integrating `cos (a u)`, the real part of a plane wave, over the cosine `u` of the polar angle
from `-1` to `1` gives twice the spherical Bessel function `j₀(a) = sin a / a`, with `j₀(0) = 1`. -/
theorem angular_integral (a : ℝ) : ∫ u in (-1 : ℝ)..1, cos (a * u) = 2 * sinc a := by
  rcases eq_or_ne a 0 with rfl | ha
  · norm_num [Real.sinc_zero]
  · rw [intervalIntegral.integral_comp_mul_left Real.cos ha, integral_cos,
      Real.sinc_of_ne_zero ha]
    simp only [mul_neg, mul_one, Real.sin_neg, smul_eq_mul]
    ring

/-- Closed form of the ball's Fourier transform, multiplied by `G²`:
`G² Θ(G) = 4πR (sin(GR)/(GR) - cos(GR))`, the bracket being `0` at `GR = 0`. -/
theorem ballTransform_eq (R G : ℝ) :
    G ^ 2 * ballTransform R G = 4 * π * R * (sinc (G * R) - cos (G * R)) := by
  rcases eq_or_ne G 0 with rfl | hG
  · simp
  unfold ballTransform
  simp_rw [angular_integral]
  rw [← intervalIntegral.integral_const_mul]
  have e : ∀ r : ℝ, G ^ 2 * (2 * π * r ^ 2 * (2 * sinc (G * r)))
      = 4 * π * G * (r * sin (G * r)) := by
    intro r
    rw [← mul_sinc (G * r)]
    ring
  simp_rw [e]
  -- an explicit antiderivative of the radial integrand
  have hd : ∀ r : ℝ, HasDerivAt (fun r : ℝ => 4 * π * (sin (G * r) / G - r * cos (G * r)))
      (4 * π * G * (r * sin (G * r))) r := by
    intro r
    have h1 : HasDerivAt (fun r : ℝ => G * r) G r := by
      simpa using (hasDerivAt_id r).const_mul G
    have h2 := ((h1.sin.div_const G).fun_sub
      ((hasDerivAt_id' r).fun_mul h1.cos)).const_mul (4 * π)
    refine h2.congr_deriv ?_
    rw [mul_div_cancel_right₀ _ hG]
    ring
  have hc : Continuous (fun r : ℝ => 4 * π * G * (r * sin (G * r))) := by fun_prop
  rw [intervalIntegral.integral_eq_sub_of_hasDerivAt (fun r _ => hd r)
    (hc.intervalIntegrable _ _)]
  have h : sin (G * R) / G = R * sinc (G * R) := by
    rw [div_eq_iff hG, ← mul_sinc (G * R)]
    ring
  simp only [mul_zero, Real.sin_zero, zero_div, zero_mul, sub_zero]
  linear_combination (4 * π) * h

/-- The reconstructed value at the centre depends only on the product of cutoff and radius,
and equals `F(KR)`. -/
theorem centreValue_eq (R K : ℝ) : centreValue R K = F (K * R) := by
  have h : ∀ G : ℝ, 4 * π * G ^ 2 * ballTransform R G
      = 16 * π ^ 2 * (R * (sinc (G * R) - cos (G * R))) := by
    intro G
    linear_combination (4 * π) * ballTransform_eq R G
  -- rescale the wavevector by the radius
  have hs := intervalIntegral.smul_integral_comp_mul_right (a := 0) (b := K)
    (fun x : ℝ => sinc x - cos x) R
  simp only [smul_eq_mul, zero_mul] at hs
  have c : 1 / (2 * π) ^ 3 * (16 * π ^ 2) = 2 / π := by
    rw [div_mul_eq_mul_div, div_eq_div_iff (by positivity) (by positivity)]
    ring
  unfold centreValue F
  simp_rw [h, intervalIntegral.integral_const_mul]
  rw [hs, ← mul_assoc, c]

/-- In terms of the sine integral, `F(X) = (2/π)(Si(X) - sin X)`. -/
theorem F_eq (X : ℝ) : F X = 2 / π * (Si X - sin X) := by
  unfold F Si
  rw [intervalIntegral.integral_sub (Real.continuous_sinc.intervalIntegrable _ _)
    (Real.continuous_cos.intervalIntegrable _ _), integral_cos, Real.sin_zero, sub_zero]

/-- For `X > 0`, the change of `F` over the half period from `X` to `X + π` is `(4/π) sin X`
up to an error of at most `2/X`. -/
theorem half_period_change {X : ℝ} (hX : 0 < X) :
    |F (X + π) - F X - 4 / π * sin X| ≤ 2 / X := by
  have hi : ∀ a b : ℝ, IntervalIntegrable sinc MeasureTheory.volume a b :=
    fun a b => Real.continuous_sinc.intervalIntegrable a b
  -- the sine integral changes by at most π / X
  have hSi : |Si (X + π) - Si X| ≤ 1 / X * π := by
    unfold Si
    rw [intervalIntegral.integral_interval_sub_left (hi _ _) (hi _ _)]
    have hb : ∀ x ∈ Set.uIoc X (X + π), ‖sinc x‖ ≤ 1 / X := by
      intro x hx
      rw [Set.uIoc_of_le (by linarith [Real.pi_pos])] at hx
      have hx0 : 0 < x := hX.trans hx.1
      rw [Real.sinc_of_ne_zero hx0.ne', Real.norm_eq_abs, abs_div, abs_of_pos hx0]
      exact div_le_div₀ zero_le_one (Real.abs_sin_le_one x) hX hx.1.le
    have hn := intervalIntegral.norm_integral_le_of_norm_le_const hb
    rwa [Real.norm_eq_abs, add_sub_cancel_left, abs_of_pos Real.pi_pos] at hn
  have e : F (X + π) - F X - 4 / π * sin X = 2 / π * (Si (X + π) - Si X) := by
    rw [F_eq, F_eq, Real.sin_add_pi]
    ring
  have hp : 0 < 2 / π := by positivity
  rw [e, abs_mul, abs_of_pos hp]
  calc 2 / π * |Si (X + π) - Si X| ≤ 2 / π * (1 / X * π) :=
        mul_le_mul_of_nonneg_left hSi hp.le
    _ = 2 / X * (π / π) := by ring
    _ = 2 / X := by rw [div_self Real.pi_ne_zero, mul_one]

/-- The points `π/2 + 2πn` go to infinity with `n`. -/
theorem crest_tendsto : Tendsto (fun n : ℕ => π / 2 + n * (2 * π)) atTop atTop :=
  tendsto_atTop_add_const_left atTop (π / 2)
    (tendsto_natCast_atTop_atTop.atTop_mul_const Real.two_pi_pos)

/-- The oscillation does not die out: from `X = π/2 + 2πn` to `X + π` the function `F` rises
by an amount that tends to `4/π` as `n` grows. -/
theorem swing_tendsto :
    Tendsto (fun n : ℕ => F (π / 2 + n * (2 * π) + π) - F (π / 2 + n * (2 * π)))
      atTop (𝓝 (4 / π)) := by
  refine tendsto_sub_nhds_zero_iff.1 (squeeze_zero_norm ?_ (crest_tendsto.const_div_atTop 2))
  intro n
  have hX : 0 < π / 2 + n * (2 * π) := by positivity
  have h := half_period_change hX
  rwa [Real.sin_add_nat_mul_two_pi, Real.sin_pi_div_two, mul_one] at h

/-- `F(X)` has no limit as `X` tends to infinity. -/
theorem F_no_limit : ¬ ∃ L : ℝ, Tendsto F atTop (𝓝 L) := by
  rintro ⟨L, hL⟩
  -- a limit would make the half-period swing vanish
  have h := (hL.comp (tendsto_atTop_add_const_right atTop π crest_tendsto)).sub
    (hL.comp crest_tendsto)
  have h0 : 4 / π = L - L := tendsto_nhds_unique swing_tendsto h
  have hp : 0 < 4 / π := by positivity
  linarith

/-- For a ball of any radius `R > 0`, the spherical Fourier reconstruction of its step function
has no limit at the centre as the wavevector cutoff `K` tends to infinity. -/
theorem centre_reconstruction_no_limit {R : ℝ} (hR : 0 < R) :
    ¬ ∃ L : ℝ, Tendsto (fun K => centreValue R K) atTop (𝓝 L) := by
  rintro ⟨L, hL⟩
  refine F_no_limit ⟨L, ?_⟩
  have hK : Tendsto (fun X : ℝ => X / R) atTop atTop := tendsto_id.atTop_div_const hR
  refine (hL.comp hK).congr fun X => ?_
  change centreValue R (X / R) = F X
  rw [centreValue_eq, div_mul_cancel₀ X hR.ne']

end

end BallStepFunctionCentre
```

```lean
#print axioms BallStepFunctionCentre.centre_reconstruction_no_limit
-- 'BallStepFunctionCentre.centre_reconstruction_no_limit' depends on axioms: [propext, Classical.choice, Quot.sound]
```

## How the lemmas carry the argument

`angular_integral` treats a = 0 separately and otherwise rescales the cosine integral. `ballTransform_eq` supplies the antiderivative of the radial integrand and applies the fundamental theorem of calculus; `mul_sinc` converts between sin x and x sinc x.

`centreValue_eq` performs the substitution x = GR in a form that never divides by R, so the identity needs no condition on the radius.

In `half_period_change`, the pointwise bound on sinc is turned into a bound on the integral by multiplying by the interval length π. `swing_tendsto` evaluates this estimate at the points Xₙ and squeezes the error to zero, using `crest_tendsto` for Xₙ → ∞.

`F_no_limit` composes the supposed limit with Xₙ and Xₙ + π, and uniqueness of limits yields 4/π = L − L, a contradiction. The final theorem sets K = X/R, which turns a limit of the reconstruction into a limit of F.
